# Self-Consistent Energy with a Polynomial Interaction: A Unique Power Series and Its First Three Corrections

## An energy on both sides

A state of energy $e$ is coupled with strength $v$ to a second state of energy $d \neq e$. Eliminating the second state from the eigenvalue equation leaves

$$E = e + \frac{|v|^2}{E-d}.$$

The energy being sought also appears on the right. If $e$ is put in its place there, the result is $e + |v|^2/(e-d)$, which is correct to second order in $v$ but loses the fourth-order term $-|v|^4/(e-d)^3$. The loss comes from ignoring how the effective interaction changes when its energy argument moves away from $e$.

The missing terms can be written with derivatives of the interaction at the known energy $e$. In the language of effective Hamiltonians they are the folded terms. The first of them are derived here for one model state and an interaction that is a polynomial in the energy.

## The equation and its solution

Let $f$ be a real polynomial, $e$ a real number and $x$ a formal parameter that counts powers of the interaction. In the two-state example $x$ stands for $|v|^2$, so order three in $x$ is order six in $v$. The equation is

$$E(x) = e + x\,f(E(x)).$$

It has exactly one solution among formal power series, and the coefficients of $x$, $x^2$ and $x^3$ in it are

$$f(e),\qquad f(e)f'(e),\qquad f(e)f'(e)^2+\tfrac12 f(e)^2f''(e).$$

This is the theorem `folded_expansion`. Its ingredients read as follows.

- `f : ℝ[X]` is the interaction, and `e : ℝ` is the unperturbed energy.
- `E : PowerSeries ℝ` is the whole list of energy coefficients, not a number. `coeff n E` is the coefficient of $x^n$, with no factorial attached.
- `aeval E f` is $f(E)$, the polynomial with the series inserted for its variable.
- `IsSelfConsistent f e E` is the equation itself. `∃!` says that one series satisfies it and no other does.

The letter `X` has two meanings: `PowerSeries.X` is the coupling parameter $x$, while `Polynomial.X` is the energy variable of $f$. The letters `P` and `Q` in the proof are quotient polynomials, not the projectors of partitioning theory.

A second theorem, `linear_interaction`, treats $f(E)=a+b(E-e)$ with real $a$ and $b$. The coefficient of $x^{n+1}$ is then $ab^n$ for every $n\ge 0$, so the corrections sum formally to $xa/(1-xb)$. For a single state and a self-energy linearised about $e$, this is the algebra behind the renormalisation factor in the linearised quasiparticle equation.

The series is formal, so nothing is said about convergence at a given coupling. A model space of several states would need a matrix-valued $f$, for which the order of factors matters.

The step from this model to the two-state problem is the replacement of $1/(E-d)$ by a Taylor polynomial about $e$. An informal count of orders indicates that degree two is enough for the three corrections above, because the omitted terms contain $(E-e)^3$ and first enter $E$ at order $x^4$.

## Existence and uniqueness by iteration

Start from $E^{(0)}=e$ and set $E^{(k+1)}=e+x f(E^{(k)})$. For two series $A$ and $B$,

$$A^m-B^m=(A-B)(A^{m-1}+A^{m-2}B+\dots+B^{m-1})\qquad(m\ge1),$$

so $A-B$ divides $f(A)-f(B)$. If $x^k$ divides $A-B$, then $x^{k+1}$ divides $x f(A)-x f(B)$. Each update therefore gains one order.

The first difference, $E^{(1)}-E^{(0)}=x f(e)$, is divisible by $x$. By induction $E^{(k+1)}-E^{(k)}$ is divisible by $x^{k+1}$, and the coefficient of $x^n$ stays fixed from the $n$-th iterate on. Let $E$ be the series of these final coefficients. It agrees with $E^{(n)}$ through order $n$, so $e+x f(E)$ agrees with $E^{(n+1)}$ through order $n+1$. At order $n$ the latter has the same coefficient as $E^{(n)}$, and hence as $E$. This holds for every $n$, so $E$ solves the equation.

Now let $E$ be any solution. Then $E-E^{(0)}=x f(E)$ is divisible by $x$, and

$$E-E^{(k+1)}=x f(E)-x f(E^{(k)})$$

gains one order at each step. Every solution thus agrees with $E^{(k)}$ through order $k$, and two solutions agree at all orders.

## The first three corrections

Write $U=f(E)=\sum_n U_n x^n$ and $E=\sum_n E_n x^n$. The equation gives $E_{n+1}=U_n$ and $E-e=xU$. Expanding the polynomial about $e$, with

$$a=f(e),\qquad b=f'(e),\qquad c=\tfrac12 f''(e),$$

leaves a remainder $(E-e)^3R(E)$ with $R$ a polynomial. Inserting $E-e=xU$ gives

$$U=a+bxU+cx^2U^2+x^3U^3R(E).$$

Comparing coefficients order by order,

$$U_0=a,\qquad U_1=bU_0=ab,\qquad U_2=bU_1+cU_0^2=ab^2+a^2c.$$

These are $E_1$, $E_2$ and $E_3$. The remainder starts at $x^3$ in $U$ and does not reach them.

For the linear interaction, $U=a+bxU$. Hence $U_0=a$ and $U_{n+1}=bU_n$, which gives $E_{n+1}=U_n=ab^n$.

## A pole at the unperturbed energy

Polynomials have no poles. If the interaction is allowed a pole at $e$, a solution may fail to exist. Take $f(E)=1/(E-e)$, which is the two-state example with $d=e$. With $D=E-e$ the equation becomes $D^2=x$. The lowest power of $x$ in the square of a nonzero power series is even, so no power series $D$ satisfies this. The degenerate pair splits as $\pm|v|=\pm\sqrt{x}$, which is not a power series in $x$. The example shows that the theorem does not extend to all interactions with a pole at $e$; it says nothing against rational functions that are regular there.

## The Lean file

```lean
import Mathlib

open Polynomial (aeval derivative eval)
open PowerSeries (coeff)
open scoped Polynomial

namespace FoldedEnergySeries

noncomputable section

/-- The energy series `E(x)` solves `E = e + x f(E)`, with unperturbed energy `e` and
energy-dependent effective interaction `f`. -/
def IsSelfConsistent (f : ℝ[X]) (e : ℝ) (E : PowerSeries ℝ) : Prop :=
  E = PowerSeries.C e + PowerSeries.X * aeval E f

/-- Self-consistent iteration: start from `e` and repeatedly insert the last energy into
`e + x f(E)`. -/
def energyIterate (f : ℝ[X]) (e : ℝ) : ℕ → PowerSeries ℝ
  | 0 => PowerSeries.C e
  | k + 1 => PowerSeries.C e + PowerSeries.X * aeval (energyIterate f e k) f

/-- If two trial energies agree below order `k`, then their interaction terms `x f(E)` agree
below order `k + 1`. -/
theorem update_gains_order (f : ℝ[X]) {A B : PowerSeries ℝ} {k : ℕ}
    (h : PowerSeries.X ^ k ∣ A - B) :
    PowerSeries.X ^ (k + 1) ∣ PowerSeries.X * aeval A f - PowerSeries.X * aeval B f := by
  have hd : A - B ∣ aeval A f - aeval B f := by
    simp only [Polynomial.aeval_def, Polynomial.eval₂_eq_eval_map]
    exact Polynomial.sub_dvd_eval_sub A B _
  rw [← mul_sub, pow_succ']
  exact mul_dvd_mul_left _ (h.trans hd)

/-- The `k`-th iterate reproduces every coefficient of a self-consistent energy
through order `k`. -/
theorem iterate_correct {f : ℝ[X]} {e : ℝ} {E : PowerSeries ℝ}
    (hE : IsSelfConsistent f e E) {n k : ℕ} (hn : n ≤ k) :
    coeff n (energyIterate f e k) = coeff n E := by
  have hE' : E = PowerSeries.C e + PowerSeries.X * aeval E f := hE
  have h : ∀ k, PowerSeries.X ^ (k + 1) ∣ E - energyIterate f e k := by
    intro k
    induction k with
    | zero =>
      refine ⟨aeval E f, ?_⟩
      change E - PowerSeries.C e = _
      linear_combination hE'
    | succ k ih =>
      have h2 : E - energyIterate f e (k + 1) = PowerSeries.X * aeval E f
          - PowerSeries.X * aeval (energyIterate f e k) f := by
        change E - (PowerSeries.C e + PowerSeries.X * aeval (energyIterate f e k) f) = _
        linear_combination hE'
      rw [h2]
      exact update_gains_order f ih
  have h3 := PowerSeries.X_pow_dvd_iff.mp (h k) n (by omega)
  rw [map_sub] at h3
  linarith

/-- A self-consistent energy series exists for every polynomial interaction. -/
theorem exists_selfConsistent (f : ℝ[X]) (e : ℝ) : ∃ E, IsSelfConsistent f e E := by
  have step : ∀ k, PowerSeries.X ^ (k + 1) ∣
      energyIterate f e (k + 1) - energyIterate f e k := by
    intro k
    induction k with
    | zero =>
      refine ⟨aeval (PowerSeries.C e) f, ?_⟩
      change PowerSeries.C e + PowerSeries.X * aeval (PowerSeries.C e) f
        - PowerSeries.C e = _
      ring
    | succ k ih =>
      have h2 : energyIterate f e (k + 1 + 1) - energyIterate f e (k + 1)
          = PowerSeries.X * aeval (energyIterate f e (k + 1)) f
            - PowerSeries.X * aeval (energyIterate f e k) f := by
        change (PowerSeries.C e + PowerSeries.X * aeval (energyIterate f e (k + 1)) f)
          - (PowerSeries.C e + PowerSeries.X * aeval (energyIterate f e k) f) = _
        ring
      rw [h2]
      exact update_gains_order f ih
  -- the coefficient of order m no longer changes after m iterations
  have stable : ∀ m d, coeff m (energyIterate f e (m + d)) = coeff m (energyIterate f e m) := by
    intro m d
    induction d with
    | zero => rfl
    | succ d ih =>
      have h := PowerSeries.X_pow_dvd_iff.mp (step (m + d)) m (by omega)
      rw [map_sub] at h
      exact (sub_eq_zero.mp h).trans ih
  let E : PowerSeries ℝ := PowerSeries.mk fun n => coeff n (energyIterate f e n)
  have hc : ∀ n, coeff n E = coeff n (energyIterate f e n) := fun n =>
    PowerSeries.coeff_mk _ _
  refine ⟨E, PowerSeries.ext fun n => ?_⟩
  have close : PowerSeries.X ^ (n + 1) ∣ E - energyIterate f e n := by
    rw [PowerSeries.X_pow_dvd_iff]
    intro m hm
    obtain ⟨d, rfl⟩ := Nat.exists_eq_add_of_le (Nat.lt_succ_iff.mp hm)
    rw [map_sub, hc, stable, sub_self]
  have h := PowerSeries.X_pow_dvd_iff.mp (update_gains_order f close) n (by omega)
  rw [map_sub] at h
  have h1 : coeff n (PowerSeries.C e + PowerSeries.X * aeval (energyIterate f e n) f)
      = coeff n (energyIterate f e n) := stable n 1
  rw [map_add] at h1
  rw [hc, map_add]
  linarith

/-- A constant interaction stays constant when the energy series is inserted. -/
lemma aeval_const (E : PowerSeries ℝ) (c : ℝ) :
    aeval E (Polynomial.C c) = PowerSeries.C c := by
  simp

/-- For a self-consistent energy series `E`, the coefficient of order `n + 1` is the order-`n`
coefficient of the interaction `f(E)`. -/
lemma coeff_succ {f : ℝ[X]} {e : ℝ} {E : PowerSeries ℝ} (hE : IsSelfConsistent f e E)
    (n : ℕ) : coeff (n + 1) E = coeff n (aeval E f) := by
  have h : coeff (n + 1) E = coeff (n + 1) (PowerSeries.C e + PowerSeries.X * aeval E f) :=
    congrArg (fun S => coeff (n + 1) S) hE
  rw [map_add, PowerSeries.coeff_succ_X_mul, PowerSeries.coeff_C,
    if_neg (Nat.succ_ne_zero n), zero_add] at h
  exact h

/-- Splitting off the value at `e` leaves `(X - e) Q`, and `Q` carries the first two
derivatives of `p` at `e`. -/
lemma split_at (e : ℝ) (p : ℝ[X]) : ∃ Q : ℝ[X],
    p = Polynomial.C (eval e p) + (Polynomial.X - Polynomial.C e) * Q ∧
    eval e (derivative p) = eval e Q ∧
    eval e (derivative (derivative p)) = 2 * eval e (derivative Q) := by
  obtain ⟨Q, hQ⟩ : Polynomial.X - Polynomial.C e ∣ p - Polynomial.C (eval e p) :=
    Polynomial.dvd_iff_isRoot.mpr (by simp [Polynomial.IsRoot])
  have hp : p = Polynomial.C (eval e p) + (Polynomial.X - Polynomial.C e) * Q := by
    linear_combination hQ
  have d : derivative p = Q + (Polynomial.X - Polynomial.C e) * derivative Q := by
    have h := congrArg (fun q => derivative q) hp
    simp only [Polynomial.derivative_add, Polynomial.derivative_mul,
      Polynomial.derivative_sub, Polynomial.derivative_X, Polynomial.derivative_C] at h
    linear_combination h
  refine ⟨Q, hp, ?_, ?_⟩
  · rw [d]
    simp
  · rw [d]
    simp only [Polynomial.derivative_add, Polynomial.derivative_mul,
      Polynomial.derivative_sub, Polynomial.derivative_X, Polynomial.derivative_C,
      Polynomial.eval_add, Polynomial.eval_mul, Polynomial.eval_sub, Polynomial.eval_X,
      Polynomial.eval_C, Polynomial.eval_one, Polynomial.eval_zero]
    ring

/-- An interaction series with `U = a + b x U + x² U² (c + x S)` has the leading
coefficients `a`, `a b` and `a b² + a² c`. -/
lemma low_orders {a b c : ℝ} {U S : PowerSeries ℝ}
    (h : U = PowerSeries.C a + PowerSeries.X * (PowerSeries.C b * U
      + PowerSeries.X * (U * U * (PowerSeries.C c + PowerSeries.X * S)))) :
    coeff 0 U = a ∧ coeff 1 U = a * b ∧ coeff 2 U = a * b ^ 2 + a ^ 2 * c := by
  have x1 : ∀ T : PowerSeries ℝ, coeff 1 (PowerSeries.X * T) = coeff 0 T :=
    fun T => PowerSeries.coeff_succ_X_mul 0 T
  have x2 : ∀ T : PowerSeries ℝ, coeff 2 (PowerSeries.X * T) = coeff 1 T :=
    fun T => PowerSeries.coeff_succ_X_mul 1 T
  have u0 : PowerSeries.constantCoeff U = a := by
    rw [h]
    simp
  have u1 : coeff 1 U = a * b := by
    rw [h, map_add, x1, map_add, PowerSeries.coeff_C]
    simp [u0, mul_comm]
  have hz : coeff 0 (U * U * (PowerSeries.C c + PowerSeries.X * S)) = a * a * c := by
    simp [u0]
  refine ⟨by simpa using u0, u1, ?_⟩
  rw [h, map_add, x2, map_add, x1, hz, PowerSeries.coeff_C, PowerSeries.coeff_C_mul, u1,
    if_neg (by norm_num)]
  ring

/-- For a real polynomial `f`, the equation `E = e + x f(E)` has exactly one power-series solution,
and its first three corrections are `f`, `f f'` and `f f'² + f² f''/2`, all taken at the unperturbed
energy `e`. -/
theorem folded_expansion (f : ℝ[X]) (e : ℝ) :
    (∃! E, IsSelfConsistent f e E) ∧ ∀ E, IsSelfConsistent f e E →
      coeff 1 E = eval e f ∧
      coeff 2 E = eval e f * eval e (derivative f) ∧
      coeff 3 E = eval e f * eval e (derivative f) ^ 2
        + eval e f ^ 2 * eval e (derivative (derivative f)) / 2 := by
  constructor
  · obtain ⟨E, hE⟩ := exists_selfConsistent f e
    -- any two solutions share all coefficients with the iterates
    exact ⟨E, hE, fun E' hE' => PowerSeries.ext fun n =>
      (iterate_correct hE' le_rfl).symm.trans (iterate_correct hE le_rfl)⟩
  · intro E hE
    have hE' : E = PowerSeries.C e + PowerSeries.X * aeval E f := hE
    -- expand f around e to second order, with a remainder R
    obtain ⟨P, hP, d1, d2⟩ := split_at e f
    obtain ⟨Q, hQ, dP, -⟩ := split_at e P
    obtain ⟨R, hR, -, -⟩ := split_at e Q
    have h1 := congrArg (fun p => aeval E p) hP
    have h2 := congrArg (fun p => aeval E p) hQ
    have h3 := congrArg (fun p => aeval E p) hR
    simp only [map_add, map_mul, map_sub, Polynomial.aeval_X, aeval_const] at h1 h2 h3
    have hD : E - PowerSeries.C e = PowerSeries.X * aeval E f := by
      linear_combination hE'
    rw [h2, h3, hD] at h1
    obtain ⟨l0, l1, l2⟩ := low_orders (a := eval e f) (b := eval e P) (c := eval e Q)
      (U := aeval E f) (S := aeval E f * aeval E R) (by linear_combination h1)
    refine ⟨(coeff_succ hE 0).trans l0, ?_, ?_⟩
    · rw [d1]
      exact (coeff_succ hE 1).trans l1
    · rw [d1, d2, dP]
      refine ((coeff_succ hE 2).trans l2).trans ?_
      ring

/-- For an interaction linear in the energy, `f(E) = a + b (E - e)`, the correction to a
self-consistent energy series of order `n + 1` is `a bⁿ`. -/
theorem linear_interaction {a b e : ℝ} {E : PowerSeries ℝ}
    (hE : IsSelfConsistent (Polynomial.C a
      + Polynomial.C b * (Polynomial.X - Polynomial.C e)) e E) (n : ℕ) :
    coeff (n + 1) E = a * b ^ n := by
  have c : ∀ n, coeff (n + 1) E = (if n = 0 then a else 0)
      + b * (coeff n E - if n = 0 then e else 0) := by
    intro n
    rw [coeff_succ hE n]
    simp only [map_add, map_mul, map_sub, Polynomial.aeval_X, aeval_const,
      PowerSeries.coeff_C_mul, PowerSeries.coeff_C]
  induction n with
  | zero =>
    have h0 : coeff 0 E = e := by
      rw [← iterate_correct hE (le_refl 0)]
      simp [energyIterate]
    rw [c 0, h0]
    simp
  | succ n ih =>
    rw [c (n + 1), ih]
    simp only [Nat.add_one_ne_zero, if_false]
    ring

end

end FoldedEnergySeries
```

```lean
#print axioms FoldedEnergySeries.exists_selfConsistent
#print axioms FoldedEnergySeries.folded_expansion
#print axioms FoldedEnergySeries.linear_interaction
```

```
'FoldedEnergySeries.exists_selfConsistent' depends on axioms: [propext, Classical.choice, Quot.sound]
'FoldedEnergySeries.folded_expansion' depends on axioms: [propext, Classical.choice, Quot.sound]
'FoldedEnergySeries.linear_interaction' depends on axioms: [propext, Classical.choice, Quot.sound]
```

## From divisibility to coefficients

Agreement of two series below order $k$ is expressed as divisibility of their difference by `PowerSeries.X ^ k`. The library lemma `PowerSeries.X_pow_dvd_iff` turns this into the vanishing of all coefficients below $k$.

`update_gains_order` is the gain of one order per update. That $A-B$ divides $f(A)-f(B)$ is taken from the library lemma `Polynomial.sub_dvd_eval_sub`, and multiplication by $x$ supplies the extra power. `iterate_correct` applies it by induction to the difference between a solution and the iterates.

`exists_selfConsistent` constructs the solution. Its intermediate statement `step` compares successive iterates, and `stable` says that the coefficient of order $m$ no longer changes after $m$ iterations. The series is assembled with `PowerSeries.mk`, and `close` records its agreement with the $n$-th iterate. The equation is then checked one coefficient at a time.

## Three divisions in place of Taylor's formula

`coeff_succ` is the relation $E_{n+1}=U_n$. `split_at` divides $p-p(e)$ by the linear factor that vanishes at $e$ and reads the first two derivatives of $p$ from the quotient.

The main proof applies `split_at` three times: to $f$, to its quotient `P`, and to the next quotient `Q`, with `R` left over. The derivative relations give $P(e)=f'(e)$ and $Q(e)=P'(e)=f''(e)/2$, which are $b$ and $c$ above. After $E-e$ has been replaced by $xU$, `linear_combination` verifies that the nested expression required by `low_orders` is the expanded equation for $U$, with `S` standing for $U\,R(E)$. `low_orders` then extracts $U_0$, $U_1$ and $U_2$ in turn.

In `folded_expansion`, uniqueness follows by comparing both solutions with the same iterate at each order. The corrections come from `low_orders` combined with `coeff_succ`.

`linear_interaction` first derives a recurrence for the coefficients of $E$. At $n=0$ the constant coefficient $e$ cancels the subtracted $e$ and leaves $a$; each later step multiplies by $b$, and induction gives $ab^n$.
